# Linear mixing with a symmetric positive definite operator of largest eigenvalue $M$ converges exactly for $0 < a < 2/M$

Let $A$ be a symmetric linear operator on a finite-dimensional real inner product space, and let $x_s$ solve $Ax = b$. Linear mixing with parameter $a$ is the iteration
$$x_{k+1} = x_k + a(b - Ax_k),$$
with error $e_k = x_k - x_s$. Convergence means $x_k \to x_s$ from every start $x_0$; for $a = 0$ every sequence is constant and has a limit, but usually the wrong one.

Induced dipoles of polarisable atoms give such an equation. Here $x$ collects the dipoles, $b$ is the external field at the atoms, and $A = \alpha^{-1} - T$ combines the inverse polarisabilities with the dipole interaction $T$. One pass of linear mixing sums the external field and the field of the current dipoles at every atom, subtracts $\alpha^{-1}x$, multiplies by $a$ and adds the result to the dipoles. A common variant also multiplies the residual by $\alpha$; for equal isotropic polarisabilities this only rescales $a$, but otherwise it is a different iteration. Positive eigenvalues of $A$ mean that the induction energy has a minimum, so the polarised state is stable.

## From error modes to the mixing window

Suppose all eigenvalues of $A$ are positive and $M$ is the largest. The claim is that mixing converges if and only if $0 < a < 2/M$.

Since $b = Ax_s$, one step gives $e_{k+1} = e_k - aAe_k$. If $Av = \mu v$, symmetry gives
$$\langle v, e_{k+1}\rangle = \langle v, e_k\rangle - a\langle Av, e_k\rangle = (1 - a\mu)\langle v, e_k\rangle.$$
In an orthonormal eigenbasis $v_i$ with eigenvalues $\mu_i$, therefore,
$$e_k = \sum_i (1 - a\mu_i)^k \langle v_i, e_0\rangle v_i.$$
This tends to zero if every $|1 - a\mu_i| < 1$. Conversely, the start $e_0 = v$ gives $e_k = (1-a\mu)^k v$, which tends to zero only if $|1 - a\mu| < 1$.

That condition says $0 < a\mu < 2$. For positive eigenvalues it means $a > 0$ and $a < 2/\mu$, and $\mu = M$ sets the strictest bound. With eigenvalues of both signs, $a\mu > 0$ cannot hold for all of them, so no $a$ works.

The mode factors also limit the speed. If each step shrinks every error at least by a factor $q$, and $m$ is another positive eigenvalue, then $1 - am \le q$ and $aM - 1 \le q$. Multiplying by $M$ and $m$ and adding gives $M - m \le q(M + m)$.

When $m$ is the smallest eigenvalue, the expansion in the eigenbasis shows that $a = 2/(m+M)$ attains this bound: every $|1 - a\mu_i|$ is then at most $(M-m)/(M+m)$, and so is the contraction of the error norm. The Lean development below contains the lower bound but not this matching estimate.

## The iteration and its modes in Lean

The space `E` is at first any real inner product space.

```lean
import Mathlib

open Filter Topology

namespace LinearMixingWindow

variable {E : Type*} [NormedAddCommGroup E] [InnerProductSpace ℝ E]
```

The update rule is `mix`, and `(mix A b a)^[k] x` is the iterate after `k` steps from `x`.

```lean
/-- One step of linear mixing for the equation `A x = b`: the residual `b - A x`, scaled by the
mixing parameter `a`, is added to the current iterate. -/
def mix (A : E →ₗ[ℝ] E) (b : E) (a : ℝ) (x : E) : E := x + a • (b - A x)
```

The solution $x_s$ is `xs`, and the hypothesis `hs : A xs = b` assumes that it exists. Substituting for `b` leaves an identity that `module` closes.

```lean
variable {A : E →ₗ[ℝ] E} {b xs : E} {a : ℝ}

/-- If `xs` solves `A x = b`, one mixing step turns the error `e = x - xs` into `e - a A e`. -/
theorem mix_sub_solution (hs : A xs = b) (x : E) :
    mix A b a x - xs = (x - xs) - a • A (x - xs) := by
  subst hs
  rw [mix, map_sub]
  module
```

The next lemma follows one mode by induction. The rewrite `← hA v` is the step that moves $A$ onto the eigenvector, which need not be normalised.

```lean
/-- For symmetric `A` and a solution `xs` of `A x = b`, the component of the error along an
eigenvector with eigenvalue `μ` is multiplied by `1 - a μ` in every step. -/
theorem mode_amplitude (hA : A.IsSymmetric) (hs : A xs = b) {v : E} {μ : ℝ}
    (hv : A v = μ • v) (k : ℕ) (x : E) :
    inner ℝ v ((mix A b a)^[k] x - xs) = (1 - a * μ) ^ k * inner ℝ v (x - xs) := by
  induction k with
  | zero => simp
  | succ k ih =>
    -- symmetry moves `A` from the error onto the eigenvector
    rw [Function.iterate_succ_apply', mix_sub_solution hs, inner_sub_right,
      real_inner_smul_right, ← hA v, hv, real_inner_smul_left, ih]
    ring
```

An error that starts along one eigenvector stays there, even without symmetry.

```lean
/-- If `xs` solves `A x = b` and the initial error `v` satisfies `A v = μ v`, then after `k`
steps the error is `(1 - a μ) ^ k` times `v`. -/
theorem mode_iterate (hs : A xs = b) {v : E} {μ : ℝ} (hv : A v = μ • v) (k : ℕ) :
    (mix A b a)^[k] (xs + v) = xs + (1 - a * μ) ^ k • v := by
  induction k with
  | zero => simp
  | succ k ih =>
    subst hs
    rw [Function.iterate_succ_apply', ih, mix, map_add, map_smul, hv]
    module
```

At the upper edge of the window the factor is $-1$, so a nonzero error along the top mode flips sign forever.

```lean
/-- If `xs` solves `A x = b`, then at the mixing parameter `2 / M`, with `M` nonzero, an initial
error `v` with `A v = M v` only changes its sign in each step. -/
theorem edge_oscillation (hs : A xs = b) {v : E} {M : ℝ} (hM : M ≠ 0)
    (hv : A v = M • v) (k : ℕ) :
    (mix A b (2 / M))^[k] (xs + v) = xs + (-1 : ℝ) ^ k • v := by
  have h : (1 - 2 / M * M : ℝ) = -1 := by
    rw [div_mul_cancel₀ _ hM]
    norm_num
  rw [mode_iterate hs hv, h]
```

## A limit on the contraction factor

The hypothesis `hq` is the uniform contraction by `q`. The local fact `key` tests it on eigenvectors, and `nlinarith` forms the combination in which $a$ cancels. Neither symmetry nor finite dimension is needed.

```lean
/-- If `m` and `M` are positive eigenvalues of `A` and one mixing step reduces the distance to
the solution `xs` at least by the factor `q` from every point, then `q` is no smaller than
`(M - m) / (M + m)`, whatever the mixing parameter. -/
theorem contraction_factor_lower_bound (hs : A xs = b) {m M q : ℝ}
    (hm : Module.End.HasEigenvalue A m) (hM : Module.End.HasEigenvalue A M)
    (hm0 : 0 < m) (hM0 : 0 < M)
    (hq : ∀ x, ‖mix A b a x - xs‖ ≤ q * ‖x - xs‖) :
    (M - m) / (M + m) ≤ q := by
  -- testing on eigenvectors bounds every mode factor by `q`
  have key : ∀ μ : ℝ, Module.End.HasEigenvalue A μ → |1 - a * μ| ≤ q := by
    intro μ hμ
    obtain ⟨v, hv⟩ := hμ.exists_hasEigenvector
    have h := hq (xs + v)
    have e : v - a • μ • v = (1 - a * μ) • v := by module
    rw [mix_sub_solution hs, add_sub_cancel_left, hv.apply_eq_smul, e, norm_smul,
      Real.norm_eq_abs] at h
    exact le_of_mul_le_mul_right h (norm_pos_iff.mpr hv.2)
  have h1 := (abs_le.mp (key m hm)).2
  have h2 := (abs_le.mp (key M hM)).1
  -- the combination `M (1 - a m) - m (1 - a M)` does not depend on `a`
  rw [div_le_iff₀ (by positivity)]
  nlinarith [mul_le_mul_of_nonneg_left h1 hM0.le, mul_le_mul_of_nonneg_left h2 hm0.le]
```

## Convergence from every start

Finite dimension now enters and supplies the eigenbasis. In the forward direction, dividing the amplitude by `inner ℝ v v` leaves a power that tends to zero. In the reverse direction, `B.sum_repr'` reassembles the error from its decaying components.

```lean
variable [FiniteDimensional ℝ E]

/-- For symmetric `A` in finite dimension, linear mixing converges to the solution `xs` of
`A x = b` from every start exactly when `|1 - a μ| < 1` for every eigenvalue `μ` of `A`. -/
theorem converges_iff_modes_damped (hA : A.IsSymmetric) (hs : A xs = b) :
    (∀ x, Tendsto (fun k : ℕ => (mix A b a)^[k] x) atTop (𝓝 xs)) ↔
      ∀ μ : ℝ, Module.End.HasEigenvalue A μ → |1 - a * μ| < 1 := by
  constructor
  · -- start with an error along one eigenvector and watch its amplitude
    intro h μ hμ
    obtain ⟨v, hv⟩ := hμ.exists_hasEigenvector
    have hne : (inner ℝ v v : ℝ) ≠ 0 := inner_self_ne_zero.mpr hv.2
    have hlim : Tendsto (fun k : ℕ => (inner ℝ v ((mix A b a)^[k] (xs + v) - xs) : ℝ))
        atTop (𝓝 0) := by
      have h1 : Tendsto (fun k : ℕ => (inner ℝ v ((mix A b a)^[k] (xs + v) - xs) : ℝ))
          atTop (𝓝 (inner ℝ v (xs - xs))) :=
        Filter.Tendsto.inner tendsto_const_nhds ((h (xs + v)).sub_const xs)
      simpa only [sub_self, inner_zero_right] using h1
    simp only [mode_amplitude hA hs hv.apply_eq_smul, add_sub_cancel_left] at hlim
    have h2 := hlim.div_const (inner ℝ v v)
    simp only [mul_div_cancel_right₀ _ hne, zero_div] at h2
    exact tendsto_pow_atTop_nhds_zero_iff.mp h2
  · -- expand the error in an orthonormal eigenbasis; each amplitude decays
    intro h x
    let B := hA.eigenvectorBasis rfl
    have hlim : Tendsto
        (fun k : ℕ => ∑ i, (inner ℝ (B i) ((mix A b a)^[k] x - xs) : ℝ) • B i)
        atTop (𝓝 (∑ i, (0 : ℝ) • B i)) := by
      refine tendsto_finsetSum _ fun i _ => ?_
      have hv := hA.hasEigenvector_eigenvectorBasis rfl i
      have hp := (tendsto_pow_atTop_nhds_zero_iff.mpr
        (h _ (Module.End.hasEigenvalue_of_hasEigenvector hv))).mul_const
          (inner ℝ (B i) (x - xs))
      rw [zero_mul] at hp
      refine Tendsto.smul_const ?_ _
      exact hp.congr fun k => (mode_amplitude hA hs hv.apply_eq_smul k x).symm
    have h3 := hlim.add_const xs
    simpa only [B.sum_repr', sub_add_cancel, zero_smul, Finset.sum_const_zero,
      zero_add] using h3
```

In the main theorem, `hpos` makes the spectrum positive and `IsGreatest` says that `M` is an eigenvalue and bounds all others. The top mode alone forces both inequalities; conversely, $0 < a\mu \le aM < 2$ damps every mode.

```lean
/-- Let `A` be symmetric in finite dimension with only positive eigenvalues, the largest being
`M`. Linear mixing converges to the solution `xs` of `A x = b` from every start exactly when
`0 < a < 2 / M`. -/
theorem converges_iff_mixing_window (hA : A.IsSymmetric) (hs : A xs = b) {M : ℝ}
    (hpos : ∀ μ : ℝ, Module.End.HasEigenvalue A μ → 0 < μ)
    (hM : IsGreatest {μ : ℝ | Module.End.HasEigenvalue A μ} M) :
    (∀ x, Tendsto (fun k : ℕ => (mix A b a)^[k] x) atTop (𝓝 xs)) ↔
      0 < a ∧ a < 2 / M := by
  have hM0 : 0 < M := hpos M hM.1
  rw [converges_iff_modes_damped hA hs, lt_div_iff₀ hM0]
  constructor
  · -- the top mode alone forces both bounds
    intro h
    have h1 := abs_lt.mp (h M hM.1)
    refine ⟨?_, by linarith [h1.1]⟩
    by_contra! hc
    nlinarith [h1.2, mul_nonneg (neg_nonneg.mpr hc) hM0.le]
  · -- inside the window every mode satisfies `0 < a μ < 2`
    rintro ⟨ha, h2⟩ μ hμ
    have h3 := mul_pos ha (hpos μ hμ)
    have h4 := mul_le_mul_of_nonneg_left (hM.2 hμ) ha.le
    exact abs_lt.mpr ⟨by linarith, by linarith⟩
```

The last theorem treats a spectrum with both signs, splitting on the sign of `a`.

```lean
/-- If a symmetric `A` in finite dimension has both a negative and a positive eigenvalue, then
for no mixing parameter does linear mixing converge to the solution `xs` from every start. -/
theorem indefinite_not_convergent (hA : A.IsSymmetric) (hs : A xs = b) {μ ν : ℝ}
    (hμ : Module.End.HasEigenvalue A μ) (hν : Module.End.HasEigenvalue A ν)
    (hneg : μ < 0) (hpos : 0 < ν) (a : ℝ) :
    ¬ ∀ x, Tendsto (fun k : ℕ => (mix A b a)^[k] x) atTop (𝓝 xs) := by
  rw [converges_iff_modes_damped hA hs]
  intro h
  have h1 := (abs_lt.mp (h μ hμ)).2
  have h2 := (abs_lt.mp (h ν hν)).2
  -- damping needs `a μ > 0` and `a ν > 0`, which contradict each other
  rcases le_total a 0 with ha | ha
  · nlinarith [mul_nonneg (neg_nonneg.mpr ha) hpos.le]
  · nlinarith [mul_nonneg ha (neg_nonneg.mpr hneg.le)]

end LinearMixingWindow
```

```lean
#print axioms LinearMixingWindow.edge_oscillation
#print axioms LinearMixingWindow.contraction_factor_lower_bound
#print axioms LinearMixingWindow.converges_iff_mixing_window
#print axioms LinearMixingWindow.indefinite_not_convergent
```

```
'LinearMixingWindow.edge_oscillation' depends on axioms: [propext, Classical.choice, Quot.sound]
'LinearMixingWindow.contraction_factor_lower_bound' depends on axioms: [propext, Classical.choice, Quot.sound]
'LinearMixingWindow.converges_iff_mixing_window' depends on axioms: [propext, Classical.choice, Quot.sound]
'LinearMixingWindow.indefinite_not_convergent' depends on axioms: [propext, Classical.choice, Quot.sound]
```

Simple linear density mixing in a self-consistent-field calculation has an update of the same form, but with a nonlinear residual. The convergence theorems above assume a linear residual with a symmetric operator, so they do not apply to it directly.
